# Solving $Sc=h$ gives the least-cost continuous filter for force densities spanned by $r,\dots,r^M$

The radial force density near a nucleus is taken to be a polynomial in $r$ without a constant term, and it is weighted by $g(r)r^2$, where $g$ may be any real function continuous on $[0,R]$. The first choice fixes which integrals must be preserved. The second decides what the optimal $g$ is compared with: all continuous competitors, not only polynomials.

Number the coefficients from zero, as Lean does, and write

$$p_c(r)=\sum_{k=0}^{M-1}c_k\,r^{k+1},\qquad S_{jk}=\frac{R^{\,j+k+5}}{j+k+5},\qquad h_j=\frac{R^{\,j+2}}{j+2}.$$

A function $g$ is called a filter if

$$\int_0^R f(r)\,g(r)\,r^2\,dr=\int_0^R f(r)\,dr\quad\text{for every } f \text{ in the span of } r,\dots,r^M,$$

and its cost is $C(g)=\int_0^R g(r)^2r^2\,dr$. For $R>0$ the matrix $S$ is positive definite, so $Sc=h$ has exactly one solution $c$. The polynomial $p_c$ is then a filter, and every filter $g$ continuous on $[0,R]$ satisfies

$$C(g)\ge C(p_c),$$

with equality exactly when $g=p_c$ on $[0,R]$.

## Weighting the electron–nucleus force inside a sphere

Put a nucleus of charge $Z$ at the origin. In atomic units, an electron sampled at distance $r$ and polar angle $\theta$ contributes $Z\cos\theta/r^2$ to the $z$ component of the electrostatic force on the nucleus. With electron density $\rho$, the volume element cancels the factor $1/r^2$, and the radial force density is

$$f(r)=Z\int\rho(r,\Omega)\cos\theta\,d\Omega .$$

A constant density has no $\cos\theta$ component, which is why the model for $f$ starts at $r$.

The mean contribution is finite, but its second moment contains $\int_0^R r^{-2}\,dr$ when the density at the nucleus is nonzero, and this diverges. A code can multiply each contribution from inside the sphere of radius $R$ by $g(r)r^2$, which turns it into $Z\,g(r)\cos\theta$. The filter condition keeps the mean correct for force densities in the span. If $\rho$ is roughly constant in the sphere, the second moment of a one-electron contribution from inside it is approximately proportional to $C(g)$.

For a quantum Monte Carlo code that filters forces this way, the result justifies obtaining the weight from an $M\times M$ linear solve, provided that the polynomial model for $f$ holds and $C$ is the quantity to be minimized.

## From monomial integrals to the least cost

**The matrix and the vector are integrals.** For coefficient vectors $a$ and $b$,

$$\int_0^R p_a p_b\,r^2\,dr=\sum_{j,k}a_jb_k\int_0^R r^{\,j+k+4}\,dr=\sum_{j,k}a_jS_{jk}b_k=a\cdot Sb,$$

$$\int_0^R p_a\,dr=\sum_j a_j\frac{R^{\,j+2}}{j+2}=a\cdot h.$$

**Zero cost means zero function.** Let $u$ be continuous on $[0,R]$ with $C(u)=0$. If $u(r)\ne0$ at some $r$ in $(0,R]$, the continuous, nonnegative integrand $u^2r^2$ is positive there, and its integral is positive, a contradiction. So $u=0$ on $(0,R]$. The weight $r^2$ gives no information at the origin, but continuity gives $u(0)=0$.

**$S$ is positive definite.** It is symmetric, and $a\cdot Sa=C(p_a)\ge0$. If this is zero, $p_a$ vanishes on all of $[0,R]$. A polynomial with infinitely many roots has only zero coefficients, so $a=0$. Hence $S$ is invertible and $Sc=h$ has exactly one solution.

**The linear system is the filter condition.** By the two integrals above, $p_c$ is a filter exactly when $a\cdot Sc=a\cdot h$ for every $a$. Taking $a$ to be each unit vector in turn gives $Sc=h$, and the converse is immediate.

**The cost splits.** Let $p=p_c$ with $Sc=h$, and let $g$ be any continuous filter. Since $p$ itself lies in the span, both filter conditions can be applied to $f=p$:

$$\int_0^R p\,g\,r^2\,dr=\int_0^R p\,dr=\int_0^R p^2r^2\,dr.$$

Expanding the square now gives

$$C(g-p)=C(g)-2\int_0^R p\,g\,r^2\,dr+C(p)=C(g)-C(p).$$

Thus $C(g)=C(p)+C(g-p)\ge C(p)$. Equality means $C(g-p)=0$, and therefore $g=p$ on $[0,R]$.

**One coefficient.** For $M=1$ the system reads $(R^5/5)\,c_0=R^2/2$, so $c_0=5/(2R^3)$. This is a convenient value against which to check an implementation.

## Definitions and proofs in Lean

```lean
import Mathlib

open Matrix Set

namespace ForceFilter

noncomputable section

/-- The radial polynomial in which `c k` is the coefficient of `r^(k+1)`, for `k : Fin M`. -/
def radialPoly {M : ℕ} (c : Fin M → ℝ) : ℝ → ℝ :=
  fun r => ∑ k, c k * r ^ ((k : ℕ) + 1)

/-- The matrix `S_jk = R^(j+k+3)/(j+k+3)` for powers `j, k = 1, …, M`. -/
def overlap (M : ℕ) (R : ℝ) : Matrix (Fin M) (Fin M) ℝ :=
  Matrix.of fun j k => R ^ ((j : ℕ) + 1 + ((k : ℕ) + 1) + 3) /
    (((j : ℕ) + 1 + ((k : ℕ) + 1) + 3 : ℕ) : ℝ)

/-- The vector `h_j = R^(j+1)/(j+1)` for powers `j = 1, …, M`. -/
def moment (M : ℕ) (R : ℝ) : Fin M → ℝ :=
  fun j => R ^ ((j : ℕ) + 1 + 1) / (((j : ℕ) + 1 + 1 : ℕ) : ℝ)

/-- `g` is a filter of order `M` on `[0, R]`: weighting with `g r²` leaves the integral of every
force density in the span of `r, …, r^M` unchanged. -/
def IsFilter (M : ℕ) (R : ℝ) (g : ℝ → ℝ) : Prop :=
  ∀ a : Fin M → ℝ,
    ∫ r in (0 : ℝ)..R, radialPoly a r * g r * r ^ 2 = ∫ r in (0 : ℝ)..R, radialPoly a r

/-- The integral of `g² r²` over `[0, R]`. -/
def filterCost (R : ℝ) (g : ℝ → ℝ) : ℝ := ∫ r in (0 : ℝ)..R, g r ^ 2 * r ^ 2

/-- The matrix `S` represents the integral from `0` to `R` of the product of two radial polynomials
with weight `r²`. -/
theorem integral_mul_eq_overlap {M : ℕ} (R : ℝ) (a b : Fin M → ℝ) :
    ∫ r in (0 : ℝ)..R, radialPoly a r * radialPoly b r * r ^ 2 = a ⬝ᵥ overlap M R *ᵥ b := by
  have e : ∀ r : ℝ, radialPoly a r * radialPoly b r * r ^ 2 =
      ∑ j, ∑ k, a j * b k * r ^ ((j : ℕ) + 1 + ((k : ℕ) + 1) + 2) := by
    intro r
    simp only [radialPoly]
    rw [Finset.sum_mul_sum, Finset.sum_mul]
    refine Finset.sum_congr rfl fun j _ => ?_
    rw [Finset.sum_mul]
    exact Finset.sum_congr rfl fun k _ => by ring
  simp only [e, dotProduct, Matrix.mulVec, overlap, Matrix.of_apply]
  rw [intervalIntegral.integral_finsetSum]
  · refine Finset.sum_congr rfl fun j _ => ?_
    rw [intervalIntegral.integral_finsetSum, Finset.mul_sum]
    · refine Finset.sum_congr rfl fun k _ => ?_
      rw [intervalIntegral.integral_const_mul, integral_pow, zero_pow (Nat.succ_ne_zero _)]
      push_cast
      ring
    · intro k _
      exact Continuous.intervalIntegrable (by fun_prop) _ _
  · intro j _
    exact Continuous.intervalIntegrable (by fun_prop) _ _

/-- The vector `h` represents the plain integral of a radial polynomial over `[0, R]`. -/
theorem integral_eq_moment {M : ℕ} (R : ℝ) (a : Fin M → ℝ) :
    ∫ r in (0 : ℝ)..R, radialPoly a r = a ⬝ᵥ moment M R := by
  simp only [radialPoly, dotProduct, moment]
  rw [intervalIntegral.integral_finsetSum]
  · refine Finset.sum_congr rfl fun j _ => ?_
    rw [intervalIntegral.integral_const_mul, integral_pow, zero_pow (Nat.succ_ne_zero _)]
    push_cast
    ring
  · intro j _
    exact Continuous.intervalIntegrable (by fun_prop) _ _

/-- For `R > 0`, a function continuous on `[0, R]` with zero cost vanishes on the whole interval. -/
theorem eqOn_zero_of_cost {R : ℝ} (hR : 0 < R) {u : ℝ → ℝ} (hu : ContinuousOn u (Icc 0 R))
    (h0 : filterCost R u = 0) : EqOn u (fun _ => 0) (Icc 0 R) := by
  have h : EqOn u (fun _ => 0) (Ioc 0 R) := by
    intro r hr
    by_contra hne
    have hne' : u r ≠ 0 := hne
    have hr0 : 0 < r := hr.1
    have hpos : 0 < ∫ x in (0 : ℝ)..R, u x ^ 2 * x ^ 2 :=
      intervalIntegral.integral_pos hR (by fun_prop) (fun x _ => by positivity)
        ⟨r, Ioc_subset_Icc_self hr, by positivity⟩
    exact hpos.ne' h0
  -- the weight vanishes at the origin, where continuity takes over
  exact h.of_subset_closure hu continuousOn_const Ioc_subset_Icc_self
    (closure_Ioc hR.ne).ge

/-- For `R > 0` the matrix `S` is positive definite. -/
theorem overlap_posDef (M : ℕ) {R : ℝ} (hR : 0 < R) : (overlap M R).PosDef := by
  rw [Matrix.posDef_iff_dotProduct_mulVec]
  refine ⟨Matrix.IsHermitian.ext fun j k => ?_, ?_⟩
  · simp only [overlap, Matrix.of_apply, star_trivial]
    rw [show (k : ℕ) + 1 + ((j : ℕ) + 1) + 3 = (j : ℕ) + 1 + ((k : ℕ) + 1) + 3 by omega]
  · intro x hx
    have e : filterCost R (radialPoly x) = x ⬝ᵥ overlap M R *ᵥ x := by
      rw [← integral_mul_eq_overlap]
      simp only [filterCost, sq]
    rw [star_trivial, ← e]
    have hn : 0 ≤ filterCost R (radialPoly x) :=
      intervalIntegral.integral_nonneg hR.le fun r _ => by positivity
    refine lt_of_le_of_ne hn fun h0 => hx ?_
    have hc : Continuous (radialPoly x) := by
      unfold radialPoly
      fun_prop
    have hz := eqOn_zero_of_cost hR hc.continuousOn h0.symm
    -- a polynomial with infinitely many roots has zero coefficients
    let P : Polynomial ℝ := ∑ k, Polynomial.C (x k) * Polynomial.X ^ ((k : ℕ) + 1)
    have hP : P = 0 := by
      refine Polynomial.eq_zero_of_infinite_isRoot P ((Icc_infinite hR).mono fun r hr => ?_)
      have he : P.eval r = radialPoly x r := by
        simp [P, radialPoly, Polynomial.eval_finsetSum]
      exact he.trans (hz hr)
    funext k
    have hk := congrArg (fun p => Polynomial.coeff p ((k : ℕ) + 1)) hP
    simpa [P, Polynomial.finsetSum_coeff, Polynomial.coeff_X_pow, Fin.val_inj] using hk

/-- For `R > 0` the linear system `S c = h` has exactly one solution. -/
theorem existsUnique_coeff (M : ℕ) {R : ℝ} (hR : 0 < R) :
    ∃! c : Fin M → ℝ, overlap M R *ᵥ c = moment M R := by
  have hu : IsUnit (overlap M R).det := (overlap_posDef M hR).det_pos.ne'.isUnit
  refine ⟨(overlap M R)⁻¹ *ᵥ moment M R, ?_, fun c hc => ?_⟩
  · show overlap M R *ᵥ ((overlap M R)⁻¹ *ᵥ moment M R) = moment M R
    rw [Matrix.mulVec_mulVec, Matrix.mul_nonsing_inv _ hu, Matrix.one_mulVec]
  · have hc' : overlap M R *ᵥ c = moment M R := hc
    rw [← hc', Matrix.mulVec_mulVec, Matrix.nonsing_inv_mul _ hu, Matrix.one_mulVec]

/-- A radial polynomial is a filter exactly when its coefficients solve `S c = h`. -/
theorem isFilter_radialPoly_iff {M : ℕ} (R : ℝ) (c : Fin M → ℝ) :
    IsFilter M R (radialPoly c) ↔ overlap M R *ᵥ c = moment M R := by
  simp only [IsFilter, integral_mul_eq_overlap, integral_eq_moment]
  constructor
  · intro h
    funext j
    simpa using h (Pi.single j 1)
  · intro h a
    rw [h]

/-- Let `R > 0` and let `p` and `g` be continuous on `[0, R]`. If `g - p` is orthogonal to `p` with
weight `r²`, the cost of `g` is the cost of `p` plus the cost of `g - p`. -/
theorem cost_split {R : ℝ} (hR : 0 < R) {p g : ℝ → ℝ} (hp : ContinuousOn p (Icc 0 R))
    (hg : ContinuousOn g (Icc 0 R))
    (h : ∫ r in (0 : ℝ)..R, p r * g r * r ^ 2 = ∫ r in (0 : ℝ)..R, p r * p r * r ^ 2) :
    filterCost R g = filterCost R p + filterCost R (fun r => g r - p r) := by
  have int : ∀ {u : ℝ → ℝ}, ContinuousOn u (Icc 0 R) →
      IntervalIntegrable u MeasureTheory.volume 0 R :=
    fun hu => hu.intervalIntegrable_of_Icc hR.le
  have i1 : IntervalIntegrable (fun r => g r ^ 2 * r ^ 2) MeasureTheory.volume 0 R :=
    int (by fun_prop)
  have i2 : IntervalIntegrable (fun r => 2 * (p r * g r * r ^ 2)) MeasureTheory.volume 0 R :=
    int (by fun_prop)
  have i3 : IntervalIntegrable (fun r => p r * p r * r ^ 2) MeasureTheory.volume 0 R :=
    int (by fun_prop)
  have i12 : IntervalIntegrable (fun r => g r ^ 2 * r ^ 2 - 2 * (p r * g r * r ^ 2))
      MeasureTheory.volume 0 R := int (by fun_prop)
  have e : ∀ r, (g r - p r) ^ 2 * r ^ 2 =
      g r ^ 2 * r ^ 2 - 2 * (p r * g r * r ^ 2) + p r * p r * r ^ 2 := fun r => by ring
  have e' : ∀ r, p r ^ 2 * r ^ 2 = p r * p r * r ^ 2 := fun r => by ring
  simp only [filterCost, e, e']
  rw [intervalIntegral.integral_add i12 i3, intervalIntegral.integral_sub i1 i2,
    intervalIntegral.integral_const_mul, h]
  ring

/-- For `R > 0` and `S c = h`, the polynomial `radialPoly c` is a filter and minimizes the integral
of `g² r²` among filters continuous on `[0, R]`; equal cost means equality on `[0, R]`. -/
theorem optimal_filter {M : ℕ} {R : ℝ} (hR : 0 < R) {c : Fin M → ℝ}
    (hc : overlap M R *ᵥ c = moment M R) :
    IsFilter M R (radialPoly c) ∧
      ∀ g : ℝ → ℝ, ContinuousOn g (Icc 0 R) → IsFilter M R g →
        filterCost R (radialPoly c) ≤ filterCost R g ∧
        (filterCost R g = filterCost R (radialPoly c) ↔ EqOn g (radialPoly c) (Icc 0 R)) := by
  have hf := (isFilter_radialPoly_iff R c).2 hc
  refine ⟨hf, fun g hg hgf => ?_⟩
  have hp : Continuous (radialPoly c) := by
    unfold radialPoly
    fun_prop
  -- both filter conditions, tested on the optimal polynomial itself
  have hs := cost_split hR hp.continuousOn hg ((hgf c).trans (hf c).symm)
  have hn : 0 ≤ filterCost R (fun r => g r - radialPoly c r) :=
    intervalIntegral.integral_nonneg hR.le fun r _ => by positivity
  refine ⟨by linarith, fun h => ?_, fun h => ?_⟩
  · have hz := eqOn_zero_of_cost hR (hg.sub hp.continuousOn) (by
      change filterCost R (fun r => g r - radialPoly c r) = 0
      linarith)
    exact fun r hr => sub_eq_zero.1 (hz hr)
  · refine intervalIntegral.integral_congr fun r hr => ?_
    rw [uIcc_of_le hR.le] at hr
    simp only [h hr]

/-- For `M = 1` and `R > 0` the system `S c = h` holds exactly when `c 0 = 5/(2R³)`. -/
theorem coeff_one_iff {R : ℝ} (hR : 0 < R) (c : Fin 1 → ℝ) :
    overlap 1 R *ᵥ c = moment 1 R ↔ c 0 = 5 / (2 * R ^ 3) := by
  have h1 : overlap 1 R 0 0 = R ^ 5 / 5 := by norm_num [overlap]
  have h2 : moment 1 R 0 = R ^ 2 / 2 := by norm_num [moment]
  have key : overlap 1 R *ᵥ c = moment 1 R ↔ R ^ 5 / 5 * c 0 = R ^ 2 / 2 := by
    rw [funext_iff, Fin.forall_fin_one]
    simp only [Matrix.mulVec, dotProduct, Finset.univ_unique, Finset.sum_singleton,
      Fin.default_eq_zero, h1, h2]
  have hd : 2 * R ^ 3 ≠ 0 := by positivity
  rw [key, eq_div_iff hd]
  constructor
  · intro h
    have hR2 : R ^ 2 ≠ 0 := by positivity
    exact mul_left_cancel₀ hR2 (by linear_combination 10 * h)
  · intro h
    linear_combination R ^ 2 / 10 * h

end

end ForceFilter
```

```lean
#print axioms ForceFilter.existsUnique_coeff
-- 'ForceFilter.existsUnique_coeff' depends on axioms: [propext, Classical.choice, Quot.sound]
#print axioms ForceFilter.optimal_filter
-- 'ForceFilter.optimal_filter' depends on axioms: [propext, Classical.choice, Quot.sound]
#print axioms ForceFilter.coeff_one_iff
-- 'ForceFilter.coeff_one_iff' depends on axioms: [propext, Classical.choice, Quot.sound]
```

## Reading the filter theorems in the code

An index `j : Fin M` runs from $0$ to $M-1$ and stands for the power $j+1$. The comments on `overlap` and `moment` label entries by the powers themselves, which is why they show $R^{j+k+3}/(j+k+3)$ and $R^{j+1}/(j+1)$.

`radialPoly c` is $p_c$, `overlap M R` is $S$, `moment M R` is $h$, and `filterCost R g` is $C(g)$. `IsFilter M R g` quantifies over all coefficient vectors `a`, hence over the whole span. A filter has type `ℝ → ℝ`, but only its values on `Icc 0 R`, the closed interval $[0,R]$, matter.

`overlap_posDef` and `existsUnique_coeff` state positive definiteness and unique solvability. `optimal_filter` takes a solution of the linear system as its hypothesis `hc` and concludes that the polynomial is a filter, that its cost is minimal, and that equal cost is equivalent to equality on $[0,R]$, written `EqOn`.

## How the lemmas follow the integrals

`integral_mul_eq_overlap` and `integral_eq_moment` exchange integral and finite sum, then evaluate each monomial with `integral_pow`. `eqOn_zero_of_cost` obtains its contradiction from `intervalIntegral.integral_pos` and extends the zero to the origin with `of_subset_closure`.

In `overlap_posDef`, the radial polynomial is rebuilt as a formal polynomial `P`. It has infinitely many roots, so it is zero, and comparing coefficients gives $a=0$. `existsUnique_coeff` uses the positive determinant to invert $S$. `isFilter_radialPoly_iff` tests the condition on the unit vectors `Pi.single j 1`.

`cost_split` is the expansion of the square, with continuity supplying integrability. Its orthogonality hypothesis is provided in `optimal_filter` by `(hgf c).trans (hf c).symm`, which is the two filter conditions applied to $f=p$. The inequality then follows by `linarith`, and the equality case from `eqOn_zero_of_cost` applied to $g-p$. `coeff_one_iff` solves the case $M=1$.

## Continuity, bias and rounding

Continuity of the competitor matters for uniqueness. Take $M=1$ and change $p(r)=5r/(2R^3)$ to zero at the single point $r=R/2$. No integral changes, so the new function is still a filter of the same cost, yet it differs from $p$ on $[0,R]$. In Lean minimality also fails if the hypothesis is dropped without replacement: the unfiltered choice $g=1/r^2$ satisfies the filter condition, and its divergent cost integral is assigned the value $0$, which lies below the true minimum for every $M\ge1$.

The theorems concern exact real arithmetic and a force density that lies in the span. They give no bound on the bias when $f$ has other components, and none on the rounding error of the linear solve. Nor do they treat the sampling: the link between $C(g)$ and statistical noise rests on the constant-density estimate above, and a strongly varying density would call for a different weight in the cost. The choice of $R$ and $M$ is left to the user.
